# Integral of the inverse fourth power of the band energy over the Brillouin zone of a gapped SSH chain

In the non-interacting Su–Schrieffer–Heeger chain with real hoppings v and w, the squared band energy at dimensionless crystal momentum x is v² + w² + 2vw cos x. The theorem says that the inverse square of this expression, integrated over x from 0 to 2π, equals 2π(v² + w²)/|v² − w²|³. It assumes v² ≠ w², which means that the gap is open. The attempt first treats w² < v², where it differentiates an explicit antiderivative containing an arctangent and applies the fundamental theorem of calculus. The opposite case follows by exchanging v and w.

An attempt in Lean 4 with a fault in it:

```lean
import Mathlib

open Matrix Filter Topology ComplexConjugate

namespace IntegralInvSq

noncomputable section

/-- Integral of the inverse fourth power of the band energy over one period, for `v² ≠ w²`. -/
theorem integral_inv_sq {v w : ℝ} (hvw : v ^ 2 ≠ w ^ 2) :
    ∫ x in (0 : ℝ)..(2 * Real.pi), 1 / (v ^ 2 + w ^ 2 + 2 * v * w * Real.cos x) ^ 2 =
      2 * Real.pi * (v ^ 2 + w ^ 2) / |v ^ 2 - w ^ 2| ^ 3 := by
  have aux : ∀ v w : ℝ, w ^ 2 < v ^ 2 →
      ∫ x in (0 : ℝ)..(2 * Real.pi), 1 / (v ^ 2 + w ^ 2 + 2 * v * w * Real.cos x) ^ 2 =
        2 * Real.pi * (v ^ 2 + w ^ 2) / (v ^ 2 - w ^ 2) ^ 3 := by
    intro v w h
    have hδ : v ^ 2 - w ^ 2 ≠ 0 := (sub_pos.2 h).ne'
    have hE : ∀ x, v + w * Real.cos x ≠ 0 := by
      intro x hx
      have h1 : v ^ 2 = w ^ 2 * Real.cos x ^ 2 := by
        linear_combination (v - w * Real.cos x) * hx
      have h2 := mul_le_of_le_one_right (sq_nonneg w) (Real.cos_sq_le_one x)
      linarith
    have hED : ∀ x, (v + w * Real.cos x) ^ 2 + (w * Real.sin x) ^ 2 =
        v ^ 2 + w ^ 2 + 2 * v * w * Real.cos x := fun x => by
      linear_combination w ^ 2 * Real.sin_sq_add_cos_sq x
    have hD : ∀ x, v ^ 2 + w ^ 2 + 2 * v * w * Real.cos x ≠ 0 := fun x => by
      rw [← hED x]
      have := sq_pos_of_ne_zero (hE x)
      positivity
    -- the arctangent is the phase of `v + w exp(ix)`, smooth on the whole period
    have h1 : ∀ x, HasDerivAt
        (fun x => x - 2 * Real.arctan (w * Real.sin x / (v + w * Real.cos x)))
        ((v ^ 2 - w ^ 2) / (v ^ 2 + w ^ 2 + 2 * v * w * Real.cos x)) x := by
      intro x
      have ht := (((Real.hasDerivAt_sin x).const_mul w).fun_div
        (((Real.hasDerivAt_cos x).const_mul w).const_add v) (hE x)).arctan
      refine ((hasDerivAt_id' x).fun_sub (ht.const_mul 2)).congr_deriv ?_
      have e1 : 1 + (w * Real.sin x / (v + w * Real.cos x)) ^ 2 =
          (v ^ 2 + w ^ 2 + 2 * v * w * Real.cos x) / (v + w * Real.cos x) ^ 2 := by
        rw [← hED x, div_pow, add_div, div_self (pow_ne_zero 2 (hE x))]
      have e2 : w * Real.cos x * (v + w * Real.cos x) - w * Real.sin x * (w * -Real.sin x) =
          w ^ 2 + v * w * Real.cos x := by
        linear_combination w ^ 2 * Real.sin_sq_add_cos_sq x
      have e3 : ∀ E D n : ℝ, E ≠ 0 → 1 / (D / E ^ 2) * (n / E ^ 2) = n / D := by
        intro E D n hE
        field_simp
      rw [e1, e2, e3 _ _ _ (hE x), eq_div_iff (hD x), sub_mul, mul_assoc,
        div_mul_cancel₀ _ (hD x)]
      ring
    have h2 : ∀ x, HasDerivAt
        (fun x => 2 * v * w * Real.sin x / (v ^ 2 + w ^ 2 + 2 * v * w * Real.cos x))
        (((v ^ 2 + w ^ 2) * (v ^ 2 + w ^ 2 + 2 * v * w * Real.cos x) - (v ^ 2 - w ^ 2) ^ 2) /
          (v ^ 2 + w ^ 2 + 2 * v * w * Real.cos x) ^ 2) x := by
      intro x
      refine (((Real.hasDerivAt_sin x).const_mul (2 * v * w)).fun_div
        (((Real.hasDerivAt_cos x).const_mul (2 * v * w)).const_add (v ^ 2 + w ^ 2))
        (hD x)).congr_deriv ?_
      congr 1
      linear_combination (2 * v * w) ^ 2 * Real.sin_sq_add_cos_sq x
    have alg : ∀ A D d : ℝ, D ≠ 0 → d ≠ 0 →
        (A * (d / D) / d - (A * D - d ^ 2) / D ^ 2) / d ^ 2 = 1 / D ^ 2 := by
      intro A D d hD hd
      field_simp <;> ring
    have hG := fun x => ((((h1 x).const_mul (v ^ 2 + w ^ 2)).div_const
      (v ^ 2 - w ^ 2)).fun_sub (h2 x)).div_const ((v ^ 2 - w ^ 2) ^ 2) |>.congr_deriv
        (alg _ _ _ (hD x) hδ)
    have hcont : Continuous fun x : ℝ =>
        1 / (v ^ 2 + w ^ 2 + 2 * v * w * Real.cos x) ^ 2 :=
      continuous_const.div (by fun_prop) fun x => pow_ne_zero 2 (hD x)
    rw [intervalIntegral.integral_eq_sub_of_hasDerivAt (fun x _ => hG x)
      (hcont.intervalIntegrable _ _)]
    simp only [Real.sin_two_pi, Real.sin_zero, mul_zero, zero_div, Real.arctan_zero, sub_zero]
    generalize v ^ 2 - w ^ 2 = d
    ring
  rcases lt_or_gt_of_ne hvw with h | h
  · rw [abs_of_neg (sub_neg.2 h), neg_sub, add_comm (v ^ 2) (w ^ 2),
      show 2 * v * w = 2 * w * v by ring]
    exact aux w v h
  · rw [abs_of_pos (sub_pos.2 h)]
    exact aux v w h

end

end IntegralInvSq
```

The error:

```
Main.lean:49:8: error: Tactic `rewrite` failed: Did not find an occurrence of the pattern
  ?m.1476 / (v ^ 2 + w ^ 2 + 2 * v * w * Real.cos x) * (v ^ 2 + w ^ 2 + 2 * v * w * Real.cos x)
in the target expression
  1 * (v ^ 2 + w ^ 2 + 2 * v * (w * Real.cos x)) -
      2 * ((w ^ 2 + v * w * Real.cos x) / (v ^ 2 + w ^ 2 + 2 * v * (w * Real.cos x))) *
        (v ^ 2 + w ^ 2 + 2 * v * (w * Real.cos x)) =
    v ^ 2 - w ^ 2

v✝ w✝ : ℝ
hvw : v✝ ^ 2 ≠ w✝ ^ 2
v w : ℝ
h : w ^ 2 < v ^ 2
hδ : v ^ 2 - w ^ 2 ≠ 0
hE : ∀ (x : ℝ), v + w * Real.cos x ≠ 0
hED : ∀ (x : ℝ), (v + w * Real.cos x) ^ 2 + (w * Real.sin x) ^ 2 = v ^ 2 + w ^ 2 + 2 * v * w * Real.cos x
hD : ∀ (x : ℝ), v ^ 2 + w ^ 2 + 2 * v * w * Real.cos x ≠ 0
x : ℝ
ht :
  HasDerivAt (fun x => Real.arctan (w * Real.sin x / (v + w * Real.cos x)))
    (1 / (1 + (w * Real.sin x / (v + w * Real.cos x)) ^ 2) *
      ((w * Real.cos x * (v + w * Real.cos x) - w * Real.sin x * (w * -Real.sin x)) / (v + w * Real.cos x) ^ 2))
    x
e1 :
  1 + (w * Real.sin x / (v + w * Real.cos x)) ^ 2 = (v ^ 2 + w ^ 2 + 2 * v * w * Real.cos x) / (v + w * Real.cos x) ^ 2
e2 : w * Real.cos x * (v + w * Real.cos x) - w * Real.sin x * (w * -Real.sin x) = w ^ 2 + v * w * Real.cos x
e3 : ∀ (E D n : ℝ), E ≠ 0 → 1 / (D / E ^ 2) * (n / E ^ 2) = n / D
⊢ 1 * (v ^ 2 + w ^ 2 + 2 * v * (w * Real.cos x)) -
      2 * ((w ^ 2 + v * w * Real.cos x) / (v ^ 2 + w ^ 2 + 2 * v * (w * Real.cos x))) *
        (v ^ 2 + w ^ 2 + 2 * v * (w * Real.cos x)) =
    v ^ 2 - w ^ 2
```

Fix (accepted with no message):

```diff
@@ -29,5 +29,5 @@
       have := sq_pos_of_ne_zero (hE x)
       positivity
-    -- the arctangent is the phase of `v + w exp(ix)`, smooth on the whole period
+    -- up to a constant, the arctangent is a smooth phase of `v + w exp(ix)`
     have h1 : ∀ x, HasDerivAt
         (fun x => x - 2 * Real.arctan (w * Real.sin x / (v + w * Real.cos x)))
@@ -46,7 +46,7 @@
         intro E D n hE
         field_simp
-      rw [e1, e2, e3 _ _ _ (hE x), eq_div_iff (hD x), sub_mul, mul_assoc,
-        div_mul_cancel₀ _ (hD x)]
-      ring
+      have e4 := div_mul_cancel₀ (w ^ 2 + v * w * Real.cos x) (hD x)
+      rw [e1, e2, e3 _ _ _ (hE x), eq_div_iff (hD x)]
+      linear_combination (-2) * e4
     have h2 : ∀ x, HasDerivAt
         (fun x => 2 * v * w * Real.sin x / (v ^ 2 + w ^ 2 + 2 * v * w * Real.cos x))
@@ -62,5 +62,6 @@
         (A * (d / D) / d - (A * D - d ^ 2) / D ^ 2) / d ^ 2 = 1 / D ^ 2 := by
       intro A D d hD hd
-      field_simp <;> ring
+      field_simp
+      ring
     have hG := fun x => ((((h1 x).const_mul (v ^ 2 + w ^ 2)).div_const
       (v ^ 2 - w ^ 2)).fun_sub (h2 x)).div_const ((v ^ 2 - w ^ 2) ^ 2) |>.congr_deriv
```

What went wrong. The error comes in the derivative of the arctangent part. Write D for v² + w² + 2vw cos x and n for w² + vw cos x. After `sub_mul` the goal contains `2 * (n / D) * D`, and `mul_assoc` was meant to regroup this so that `div_mul_cancel₀` could cancel D. But `rw [mul_assoc]` with no arguments settles on the first product that fits, here `2 * v * w * Real.cos x` inside D, and turns every copy of it into `2 * v * (w * Real.cos x)`. The outer product stays grouped as before, and D no longer has the form given by `hD x`, so the pattern of `div_mul_cancel₀` is not found.

The repair states the cancellation `n / D * D = n` separately, as `e4`, and drops the last three rewrites. `linear_combination (-2) * e4` then closes the goal, since it works up to ring identities and doesn't depend on how the products are grouped.

The other two changes are not needed for this error. The reworded comment allows for the constant by which the arctangent may differ from a phase, and putting `ring` on its own line instead of after `<;>` is mere tidying.
